# Every finite Hermitian matrix has real energy levels in increasing order, with orthonormal eigenvectors

The theorem says that a Hermitian Hamiltonian on a finite-dimensional complex state space has a list of real energy levels, in non-decreasing order and repeated according to multiplicity. In matrix terms, for every Hermitian m × m matrix H there are a non-decreasing real list E and a matrix U with UᴴU = 1 and HU = U diag(E), so the columns of U are orthonormal eigenvectors. The proof sorts the eigenvalues Mathlib supplies for H and puts the matching eigenvectors, in the same order, into the columns of U. It then checks the two matrix equations entry by entry, the first from the orthonormality of the eigenvectors and the second from the eigenvalue equation.

As first written in Lean, the proof fails:

```lean
import Mathlib

open Matrix
open scoped ComplexOrder

namespace ExistsLevels

noncomputable section

/-- `E` lists the eigenvalues of `H` in increasing order with multiplicity: the columns of a
unitary matrix `U` are eigenvectors of `H` with eigenvalues `E j`. -/
def IsLevels {m : ℕ} (H : Matrix (Fin m) (Fin m) ℂ) (E : Fin m → ℝ) : Prop :=
  Monotone E ∧ ∃ U : Matrix (Fin m) (Fin m) ℂ,
    Uᴴ * U = 1 ∧ H * U = U * diagonal (fun j => (E j : ℂ))

/-- Every Hermitian matrix has an ordered list of levels. -/
theorem exists_levels {m : ℕ} {H : Matrix (Fin m) (Fin m) ℂ} (hH : H.IsHermitian) :
    ∃ E, IsLevels H E := by
  let σ := Tuple.sort hH.eigenvalues
  refine ⟨hH.eigenvalues ∘ σ, Tuple.monotone_sort _,
    of fun i j => (hH.eigenvectorBasis (σ j)).ofLp i, ?_, ?_⟩
  · ext i j
    have h := orthonormal_iff_ite.mp hH.eigenvectorBasis.orthonormal (σ i) (σ j)
    simpa [PiLp.inner_apply, Matrix.mul_apply, Matrix.one_apply, mul_comm] using h
  · ext i j
    have h := congrFun (hH.mulVec_eigenvectorBasis (σ j)) i
    simpa [Matrix.mulVec, dotProduct, Matrix.mul_apply, Matrix.mul_diagonal, mul_comm] using h

end

end ExistsLevels
```

The compiler's answer:

```
Main.lean:27:4: error: Type mismatch: After simplification, term
  h
 has type
  ∑ x, H i x * (hH.eigenvectorBasis (σ j)).ofLp x = (hH.eigenvectorBasis (σ j)).ofLp i * ↑(hH.eigenvalues (σ j))
but is expected to have type
  ∑ j_1, H i j_1 * (hH.eigenvectorBasis (σ j)).ofLp j_1 =
    ∑ j_1, (hH.eigenvectorBasis (σ j_1)).ofLp i * diagonal (fun j => ↑(hH.eigenvalues (σ j))) j_1 j
```

The mended proof, as a diff:

```diff
@@ -25,5 +25,6 @@
   · ext i j
     have h := congrFun (hH.mulVec_eigenvectorBasis (σ j)) i
-    simpa [Matrix.mulVec, dotProduct, Matrix.mul_apply, Matrix.mul_diagonal, mul_comm] using h
+    rw [Matrix.mul_diagonal]
+    simpa [Matrix.mulVec, dotProduct, Matrix.mul_apply, mul_comm] using h
 
 end
```

Cause. The error is in the check of HU = U diag(E). After simplification, the right side of `h` is a single product, an eigenvector component times its eigenvalue, while the right side of the goal is still a sum over `j_1` containing entries of `diagonal`.

Two of the lemmas given to `simpa` apply to an entry of U diag(E). `Matrix.mul_diagonal` turns it into the single product wanted, and `Matrix.mul_apply` expands it into a sum, as for any matrix product. The goal in the message shows that the expansion was used. After it there is no matrix product left for `Matrix.mul_diagonal` to match, and the simplifier did not collapse the sum, so the two sides could not agree.

The repair runs `rw [Matrix.mul_diagonal]` first, so the right side is already a single product when `simpa` starts. `Matrix.mul_apply` then expands only the entry of HU, where `h` has a sum too. Dropping `Matrix.mul_diagonal` from the `simpa` list is mere tidying, since its work is already done.
